# Tuned heavy-ball iteration: every root has modulus $(\sqrt\kappa-1)/(\sqrt\kappa+1)$ exactly for curvatures in $[m,L]$

Let $e_k$ be the error along one eigenmode of a linear iteration, and let the real number $u$ be its curvature, for instance a Hessian eigenvalue. With real step $a$ and momentum $\beta$, the heavy-ball update is

$$e_{k+2}=e_{k+1}-a u\,e_{k+1}+\beta(e_{k+1}-e_k).$$

For $0<m\le L$, put $\kappa=L/m$ and

$$a_*=\frac{4}{(\sqrt L+\sqrt m)^2},\qquad r=\frac{\sqrt L-\sqrt m}{\sqrt L+\sqrt m}.$$

The tuned method uses $a=a_*$ and $\beta=r^2$. Dividing numerator and denominator of $r$ by $\sqrt m$ gives $r=(\sqrt\kappa-1)/(\sqrt\kappa+1)$.

## From the recurrence to the circle of radius $r$

Insert $e_k=cz^k$ with $c\ne0$. The case $k=0$ gives

$$p_u(z)=z^2-(1+\beta-au)z+\beta=0,$$

and multiplying this equation by $cz^k$ recovers the update for every $k$.

For the tuned parameters, $1-r=2\sqrt m/(\sqrt L+\sqrt m)$ and $1+r=2\sqrt L/(\sqrt L+\sqrt m)$, so

$$(1-r)^2=a_*m,\qquad (1+r)^2=a_*L.$$

Set $b=1+r^2-a_*u$. Then $b\le 2r$ means $a_*m\le a_*u$, and $b\ge-2r$ means $a_*u\le a_*L$. Hence $|b|\le2r$ is equivalent to $u\in[m,L]$.

Suppose $|b|\le 2r$ and let $z=x+iy$ be a root. The real and imaginary parts are

$$x^2-y^2-bx+r^2=0,\qquad y(2x-b)=0.$$

If $y\ne0$, then $2x=b$. If $y=0$, then $(2x-b)^2=b^2-4r^2\le0$, so again $2x=b$. The real part now gives $|z|^2=x^2+y^2=x(2x-b)+r^2=r^2$. Thus $r$ is the asymptotic decay factor of the error per step. If $m<L$, the two roots coincide at $u=m$ (where $z=r$) and at $u=L$ (where $z=-r$). The error there is $(c_1+c_2k)z^k$, which has an extra factor growing linearly in $k$ unless $c_2=0$.

If $|b|>2r$, the roots $(b\pm\sqrt{b^2-4r^2})/2$ are real, and choosing the sign $\pm$ to agree with the sign of $b$ gives a root of modulus at least $|b|/2>r$.

## No constant step and momentum do better at both edges

Now let $a,\beta$ be arbitrary real numbers. If $p_m(r)\le0$, then $p_m$ has a real root at or above $r$. If $p_L(-r)\le0$, then $p_L$ has a real root at or below $-r$. Otherwise both values are positive. Since $(1+r)^2m=(1-r)^2L$, the step $a$ cancels in

$$(1+r)^2p_m(r)+(1-r)^2p_L(-r)=2(1-r^2)(\beta-r^2)>0.$$

As $r<1$, this forces $\beta>r^2$. The roots of $p_m$ have product $\beta$, so one of them has modulus above $r$.

## The development in Lean

Curvature, step and momentum are real; errors and roots are complex.

```lean
import Mathlib

open Complex

namespace HeavyBallAcceleration

noncomputable section
```

In `heavyBallStep`, `e` is the current error and `e'` the previous one.

```lean
/-- One heavy-ball update of an error mode of curvature `u`, with step `a` and momentum `β`;
`e` is the current error and `e'` the previous one. -/
def heavyBallStep (a β u : ℝ) (e e' : ℂ) : ℂ := e - a * u * e + β * (e - e')
```

The polynomial $p_u$ and the tuned parameters $a_*$ and $r$ follow.

```lean
/-- The heavy-ball polynomial `z² - (1 + β - a u) z + β` of a mode of curvature `u`. -/
def heavyBall (a β u : ℝ) (z : ℂ) : ℂ := z ^ 2 - ((1 + β - a * u : ℝ) : ℂ) * z + (β : ℂ)

/-- The tuned step length `4 / (√L + √m)²`. -/
def step (m L : ℝ) : ℝ := 4 / (√L + √m) ^ 2

/-- The rate `(√L - √m) / (√L + √m)`. -/
def rate (m L : ℝ) : ℝ := (√L - √m) / (√L + √m)
```

The first theorem links recurrence and polynomial, by the two steps given above.

```lean
/-- A nonzero geometric error `c zᵏ` obeys the heavy-ball update at every step exactly when
`z` is a root of the heavy-ball polynomial. -/
theorem geometric_mode_iff (a β u : ℝ) {c : ℂ} (hc : c ≠ 0) (z : ℂ) :
    (∀ k : ℕ, c * z ^ (k + 2) = heavyBallStep a β u (c * z ^ (k + 1)) (c * z ^ k)) ↔
      heavyBall a β u z = 0 := by
  unfold heavyBallStep heavyBall
  push_cast
  constructor
  · intro h
    have h0 := h 0
    refine (mul_eq_zero.mp ?_).resolve_left hc
    linear_combination h0
  · intro h k
    linear_combination c * z ^ k * h
```

A nonpositive value at a real $t$ makes the discriminant at least $(2t-b)^2$, which places real roots on both sides of $t$.

```lean
/-- If the heavy-ball polynomial is nonpositive at a real point `t`, it has real roots on
both sides of `t` (possibly at `t`). -/
theorem real_roots_around {a β u t : ℝ} (h : t ^ 2 - (1 + β - a * u) * t + β ≤ 0) :
    ∃ x y : ℝ, x ≤ t ∧ t ≤ y ∧ heavyBall a β u x = 0 ∧ heavyBall a β u y = 0 := by
  unfold heavyBall
  generalize 1 + β - a * u = b at h ⊢
  have hs : |2 * t - b| ≤ √(b ^ 2 - 4 * β) := Real.abs_le_sqrt (by nlinarith)
  have hq := Real.sq_sqrt (show 0 ≤ b ^ 2 - 4 * β by nlinarith [sq_nonneg (2 * t - b)])
  obtain ⟨h1, h2⟩ := abs_le.mp hs
  generalize √(b ^ 2 - 4 * β) = s at *
  refine ⟨(b - s) / 2, (b + s) / 2, by linarith, by linarith, ?_, ?_⟩
  · have e : ((b - s) / 2) ^ 2 - b * ((b - s) / 2) + β = 0 := by linear_combination hq / 4
    exact_mod_cast e
  · have e : ((b + s) / 2) ^ 2 - b * ((b + s) / 2) + β = 0 := by linear_combination hq / 4
    exact_mod_cast e
```

The next proof splits the root equation into real and imaginary parts; `e` is the identity $2x=b$.

```lean
/-- With momentum `r²` and `|1 + r² - a u| ≤ 2 r`, every root has modulus `r`. -/
theorem norm_root_eq {a r u : ℝ} {z : ℂ} (hz : heavyBall a (r ^ 2) u z = 0)
    (hb : |1 + r ^ 2 - a * u| ≤ 2 * r) : ‖z‖ = r := by
  unfold heavyBall at hz
  generalize 1 + r ^ 2 - a * u = b at hz hb
  have hr : 0 ≤ r := by linarith [abs_nonneg b]
  have hre := congrArg Complex.re hz
  have him := congrArg Complex.im hz
  simp only [pow_two, add_re, sub_re, mul_re, ofReal_re, ofReal_im, zero_re] at hre
  simp only [pow_two, add_im, sub_im, mul_im, ofReal_re, ofReal_im, zero_im] at him
  -- in both the complex and the real case the root has real part b / 2
  have e : 2 * z.re - b = 0 := by
    have hprod : z.im * (2 * z.re - b) = 0 := by linear_combination him
    rcases mul_eq_zero.mp hprod with hy | hy
    · rw [hy] at hre
      obtain ⟨h1, h2⟩ := abs_le.mp hb
      have hb2 : 0 ≤ (2 * r - b) * (2 * r + b) := mul_nonneg (by linarith) (by linarith)
      have hsq : (2 * z.re - b) ^ 2 = 0 := le_antisymm (by nlinarith) (sq_nonneg _)
      exact pow_eq_zero_iff two_ne_zero |>.mp hsq
    · exact hy
  have hn : ‖z‖ ^ 2 = r ^ 2 := by
    rw [Complex.sq_norm, Complex.normSq_apply]
    linear_combination z.re * e - hre
  exact (sq_eq_sq₀ (norm_nonneg z) hr).mp hn
```

For the converse, the polynomial is nonpositive at $t=b/2$, and the sign of $b$ selects the outer root.

```lean
/-- With momentum `r²` and `|1 + r² - a u| > 2 r`, some root has modulus larger than `r`. -/
theorem exists_root_norm_gt {a r u : ℝ} (hr : 0 ≤ r) (h : 2 * r < |1 + r ^ 2 - a * u|) :
    ∃ z : ℂ, heavyBall a (r ^ 2) u z = 0 ∧ r < ‖z‖ := by
  have hq : ((1 + r ^ 2 - a * u) / 2) ^ 2
      - (1 + r ^ 2 - a * u) * ((1 + r ^ 2 - a * u) / 2) + r ^ 2 ≤ 0 := by
    have h2 := mul_self_le_mul_self (by linarith : 0 ≤ 2 * r) h.le
    rw [abs_mul_abs_self] at h2
    linarith
  obtain ⟨x, y, hx, hy, h1, h2⟩ := real_roots_around hq
  rcases lt_abs.mp h with h | h
  · refine ⟨y, h2, ?_⟩
    rw [Complex.norm_real, Real.norm_eq_abs]
    linarith [le_abs_self y]
  · refine ⟨x, h1, ?_⟩
    rw [Complex.norm_real, Real.norm_eq_abs]
    linarith [neg_le_abs x]
```

The two edge identities are proved together with $0\le r<1$.

```lean
/-- The rate lies in `[0, 1)`, and the tuned step `a` satisfies `(1 - r)² = a m` and
`(1 + r)² = a L`. -/
theorem rate_step_relations {m L : ℝ} (hm : 0 < m) (hL : m ≤ L) :
    0 ≤ rate m L ∧ rate m L < 1 ∧ (1 - rate m L) ^ 2 = step m L * m ∧
      (1 + rate m L) ^ 2 = step m L * L := by
  have hsm : 0 < √m := Real.sqrt_pos.mpr hm
  have hle : √m ≤ √L := Real.sqrt_le_sqrt hL
  have hs : 0 < √L + √m := by linarith
  have e1 : 1 - rate m L = 2 * √m / (√L + √m) := by
    rw [rate, eq_div_iff hs.ne', sub_mul, div_mul_cancel₀ _ hs.ne']; ring
  have e2 : 1 + rate m L = 2 * √L / (√L + √m) := by
    rw [rate, eq_div_iff hs.ne', add_mul, div_mul_cancel₀ _ hs.ne']; ring
  refine ⟨div_nonneg (by linarith) hs.le, (div_lt_one hs).mpr (by linarith), ?_, ?_⟩
  · rw [e1, div_pow, mul_pow, Real.sq_sqrt hm.le, step]; ring
  · rw [e2, div_pow, mul_pow, Real.sq_sqrt (hm.le.trans hL), step]; ring
```

The main theorem says that all complex roots have modulus $r$ if and only if $u\in[m,L]$. It concerns one mode of a linear iteration with real curvature. For self-consistent-field mixing that uses this update with constant step and momentum, it describes an eigenmode of the linearised error near a fixed point. There $u$ is an eigenvalue of the Jacobian of the residual (input minus output). The theorem assumes that this eigenvalue is real, which a nonsymmetric Jacobian does not guarantee.

```lean
/-- With the tuned step and momentum `r²`, all roots of the heavy-ball polynomial have modulus
exactly `r` if and only if the curvature `u` lies in `[m, L]`. -/
theorem all_roots_norm_eq_rate_iff {m L : ℝ} (hm : 0 < m) (hL : m ≤ L) (u : ℝ) :
    (∀ z : ℂ, heavyBall (step m L) (rate m L ^ 2) u z = 0 → ‖z‖ = rate m L) ↔
      u ∈ Set.Icc m L := by
  obtain ⟨hr, hr1, e1, e2⟩ := rate_step_relations hm hL
  have ha : 0 < step m L := by
    have : 0 < √m := Real.sqrt_pos.mpr hm
    unfold step
    positivity
  constructor
  · intro h
    have hb : |1 + rate m L ^ 2 - step m L * u| ≤ 2 * rate m L := by
      by_contra hc
      obtain ⟨z, hz, hgt⟩ := exists_root_norm_gt hr (not_le.mp hc)
      exact hgt.ne' (h z hz)
    obtain ⟨h1, h2⟩ := abs_le.mp hb
    exact ⟨le_of_mul_le_mul_left (by linarith) ha, le_of_mul_le_mul_left (by linarith) ha⟩
  · intro hu z hz
    have h1 := mul_le_mul_of_nonneg_left hu.1 ha.le
    have h2 := mul_le_mul_of_nonneg_left hu.2 ha.le
    exact norm_root_eq hz (abs_le.mpr ⟨by linarith, by linarith⟩)
```

The rate depends on $m$ and $L$ only through the square root of the condition number.

```lean
/-- The rate is `(√κ - 1) / (√κ + 1)` with the condition number `κ = L / m`. -/
theorem rate_eq_condition_number {m : ℝ} (hm : 0 < m) (L : ℝ) :
    rate m L = (√(L / m) - 1) / (√(L / m) + 1) := by
  have e : √L = √(L / m) * √m := by
    rw [← Real.sqrt_mul' _ hm.le, div_mul_cancel₀ _ hm.ne']
  have hs : 0 < √m := Real.sqrt_pos.mpr hm
  rw [rate, e, div_eq_div_iff (by positivity) (by positivity)]
  ring
```

For the optimality bound, a complex square root of the discriminant supplies both roots. Their product is $\beta$, so the larger modulus squared is at least $|\beta|$.

```lean
/-- Some root of the heavy-ball polynomial has squared modulus at least `|β|`. -/
theorem exists_root_sq_norm_ge (a β u : ℝ) :
    ∃ z : ℂ, heavyBall a β u z = 0 ∧ |β| ≤ ‖z‖ ^ 2 := by
  unfold heavyBall
  generalize ((1 + β - a * u : ℝ) : ℂ) = b
  obtain ⟨s, hs⟩ := IsAlgClosed.exists_pow_nat_eq (b ^ 2 - 4 * (β : ℂ)) (n := 2) two_pos
  -- the product of the two roots is β
  have hp : ‖(b + s) / 2‖ * ‖(b - s) / 2‖ = |β| := by
    have e : (b + s) / 2 * ((b - s) / 2) = (β : ℂ) := by linear_combination -hs / 4
    rw [← norm_mul, e, Complex.norm_real, Real.norm_eq_abs]
  rcases le_total ‖(b + s) / 2‖ ‖(b - s) / 2‖ with h | h
  · refine ⟨(b - s) / 2, by linear_combination hs / 4, ?_⟩
    rw [← hp, pow_two]
    exact mul_le_mul_of_nonneg_right h (norm_nonneg _)
  · refine ⟨(b + s) / 2, by linear_combination hs / 4, ?_⟩
    rw [← hp, pow_two]
    exact mul_le_mul_of_nonneg_left h (norm_nonneg _)
```

The last theorem follows the three cases above, with `key` as the weighted sum. It compares constant real pairs $(a,\beta)$ within the heavy-ball scheme, not all iterative methods.

```lean
/-- For any real step `a` and momentum `β`, at one of the edge curvatures `m`, `L` the
heavy-ball polynomial has a root of modulus at least `r`. -/
theorem rate_optimal {m L : ℝ} (hm : 0 < m) (hL : m ≤ L) (a β : ℝ) :
    ∃ u ∈ ({m, L} : Set ℝ), ∃ z : ℂ, heavyBall a β u z = 0 ∧ rate m L ≤ ‖z‖ := by
  obtain ⟨hr, hr1, e1, e2⟩ := rate_step_relations hm hL
  generalize rate m L = r at *
  by_cases h1 : r ^ 2 - (1 + β - a * m) * r + β ≤ 0
  · obtain ⟨x, y, -, hy, -, hz⟩ := real_roots_around h1
    refine ⟨m, by simp, y, hz, ?_⟩
    rw [Complex.norm_real, Real.norm_eq_abs]
    exact hy.trans (le_abs_self y)
  by_cases h2 : (-r) ^ 2 - (1 + β - a * L) * (-r) + β ≤ 0
  · obtain ⟨x, y, hx, -, hz, -⟩ := real_roots_around h2
    refine ⟨L, by simp, x, hz, ?_⟩
    rw [Complex.norm_real, Real.norm_eq_abs]
    linarith [neg_le_abs x]
  -- a weighted sum of the two positive values eliminates the step a
  have p1 := mul_pos (pow_pos (by linarith : 0 < 1 + r) 2) (not_le.mp h1)
  have p2 := mul_pos (pow_pos (by linarith : 0 < 1 - r) 2) (not_le.mp h2)
  have e : (1 + r) ^ 2 * m = (1 - r) ^ 2 * L := by rw [e1, e2]; ring
  have key : 0 < (1 - r ^ 2) * (2 * (β - r ^ 2)) := by
    have := add_pos p1 p2
    linear_combination this + a * r * e
  have hpos : 0 < 1 - r ^ 2 := by nlinarith
  have hβ : 0 < 2 * (β - r ^ 2) := (mul_pos_iff_of_pos_left hpos).mp key
  obtain ⟨z, hz, hn⟩ := exists_root_sq_norm_ge a β m
  refine ⟨m, by simp, z, hz, le_of_not_gt fun hlt => ?_⟩
  nlinarith [norm_nonneg z, le_abs_self β]

end

end HeavyBallAcceleration
```

```lean
#print axioms HeavyBallAcceleration.all_roots_norm_eq_rate_iff
-- 'HeavyBallAcceleration.all_roots_norm_eq_rate_iff' depends on axioms: [propext, Classical.choice, Quot.sound]
#print axioms HeavyBallAcceleration.rate_eq_condition_number
-- 'HeavyBallAcceleration.rate_eq_condition_number' depends on axioms: [propext, Classical.choice, Quot.sound]
#print axioms HeavyBallAcceleration.exists_root_sq_norm_ge
-- 'HeavyBallAcceleration.exists_root_sq_norm_ge' depends on axioms: [propext, Classical.choice, Quot.sound]
#print axioms HeavyBallAcceleration.rate_optimal
-- 'HeavyBallAcceleration.rate_optimal' depends on axioms: [propext, Classical.choice, Quot.sound]
```
